# In a linear dielectric with ε − 1 positive semidefinite, the polarization at zero displacement field is ε⁻¹Zu/V and no longer than Zu/V

In every cell of a crystal, displace the same ion by a small distance u and hold the other ions fixed. Treat the problem first as one-dimensional, with cell volume V and Born charge Z of the displaced ion. At zero macroscopic field the polarization is Zu/V. With the circuit open and no free charge on the electrodes, the displacement field vanishes, so a field E = −4πP (Gaussian units) builds up, and the electrons respond to it with the clamped-ion dielectric constant ε:

P = Zu/V + (ε − 1)E/(4π) = Zu/V − (ε − 1)P

Hence εP = Zu/V. For ε ≥ 1 the polarization is reduced by the factor 1/ε, and Z/ε is the Callen charge belonging to the Born charge Z.

In a crystal, Z and ε are matrices, and P need not be parallel to Zu. Throughout, the undisplaced crystal is taken to be unpolarized at zero field, and "open-circuit" means that every component of the displacement field vanishes, so that E = −4πP as vectors. The argument below holds in any finite dimension; the index type `n` labels the Cartesian axes.

```lean
import Mathlib

open Matrix
open scoped Real

namespace CallenCharge

noncomputable section

variable {n : Type*} [Fintype n]
```

## Lengths and the electronic response

The Euclidean length is |x| = √(x·x), with `⬝ᵥ` as the scalar product.

```lean
/-- The Euclidean length of a real vector. -/
def magnitude (x : n → ℝ) : ℝ := Real.sqrt (x ⬝ᵥ x)
```

It is well defined because x·x = Σᵢ xᵢ² ≥ 0.

```lean
/-- The scalar product of a real vector with itself is nonnegative. -/
theorem self_dot_nonneg (x : n → ℝ) : 0 ≤ x ⬝ᵥ x :=
  Finset.sum_nonneg fun i _ => mul_self_nonneg (x i)
```

For c ≥ 0, |cx| = √(c² x·x) = c|x|.

```lean
/-- Scaling a vector by a nonnegative factor scales its length by that factor. -/
theorem magnitude_smul {c : ℝ} (hc : 0 ≤ c) (x : n → ℝ) :
    magnitude (c • x) = c * magnitude x := by
  unfold magnitude
  rw [smul_dotProduct, dotProduct_smul, smul_eq_mul, smul_eq_mul, ← mul_assoc,
    Real.sqrt_mul (mul_self_nonneg c), Real.sqrt_mul_self hc]
```

Let ε be the electronic dielectric tensor at clamped ions. The postulated condition is

x·(ε − 1)x ≥ 0 for every x.

Physically, the dipole that a static field induces in the electrons has no component against that field. The name `IsDielectric` means only this inequality; symmetry of ε is not required.

```lean
variable [DecidableEq n]

/-- The electronic dielectric tensor is at least that of the vacuum:
the quadratic form of `eps - 1` is nonnegative. -/
def IsDielectric (eps : Matrix n n ℝ) : Prop :=
  ∀ x : n → ℝ, 0 ≤ x ⬝ᵥ ((eps - 1) *ᵥ x)
```

The constitutive law, in Gaussian units and multiplied by V, is

VP = Zu + V(ε − 1)E/(4π).

Its right-hand side is `cellDipole`. Linear response is assumed here. Z includes the elementary charge, its first index is the direction of the dipole and its second that of the displacement.

```lean
/-- The dipole moment of a cell of volume `V`: the Born charges `Z` times the displacement `u`,
plus the electronic response to the macroscopic field `E` (Gaussian units). -/
def cellDipole (Z eps : Matrix n n ℝ) (V : ℝ) (u E : n → ℝ) : n → ℝ :=
  Z *ᵥ u + (V / (4 * π)) • ((eps - 1) *ᵥ E)
```

Mathlib's `PosSemidef` includes symmetry, so the usual positive semidefinite case satisfies the weaker condition.

```lean
variable {Z eps : Matrix n n ℝ} {V : ℝ} {u E P : n → ℝ}

/-- A tensor `eps` with `eps - 1` positive semidefinite is a dielectric tensor in the sense
used here. -/
theorem isDielectric_of_posSemidef (h : (eps - 1).PosSemidef) : IsDielectric eps := by
  intro x
  simpa using h.dotProduct_mulVec_nonneg x
```

## ε never shortens a vector

Write εy = y + (ε − 1)y and expand the square:

|εy|² = |y|² + 2 y·(ε − 1)y + |(ε − 1)y|²

```lean
/-- The squared length of `eps y` is that of `y`, plus twice the quadratic form of `eps - 1`,
plus the squared length of `(eps - 1) y`. -/
theorem dielectric_length_sq (eps : Matrix n n ℝ) (y : n → ℝ) :
    (eps *ᵥ y) ⬝ᵥ (eps *ᵥ y) = y ⬝ᵥ y + 2 * (y ⬝ᵥ ((eps - 1) *ᵥ y))
      + ((eps - 1) *ᵥ y) ⬝ᵥ ((eps - 1) *ᵥ y) := by
  have h : eps *ᵥ y = y + (eps - 1) *ᵥ y := by
    rw [Matrix.sub_mulVec, Matrix.one_mulVec]
    abel
  rw [h, add_dotProduct, dotProduct_add, dotProduct_add,
    dotProduct_comm ((eps - 1) *ᵥ y) y]
  ring
```

All three terms on the right are nonnegative. If εv = 0, they sum to zero, so |v|² = 0 and v = 0. Thus ε is invertible, which Lean states as `IsUnit eps.det`. The proof takes a nonzero kernel vector from a vanishing determinant and contradicts it.

```lean
/-- A dielectric tensor that is at least that of the vacuum is invertible. -/
theorem dielectric_invertible (heps : IsDielectric eps) : IsUnit eps.det := by
  rw [isUnit_iff_ne_zero]
  intro hdet
  -- a kernel vector would have zero length
  obtain ⟨v, hv, h0⟩ := Matrix.exists_mulVec_eq_zero_iff.mpr hdet
  have h := dielectric_length_sq eps v
  rw [h0, zero_dotProduct] at h
  have h1 := self_dot_nonneg v
  have h2 := self_dot_nonneg ((eps - 1) *ᵥ v)
  have h3 := heps v
  exact hv (dotProduct_self_eq_zero.mp (by linarith))
```

## Screening with the circuit open

Insert E = −4πP into the constitutive law:

VP = Zu − V(ε − 1)P = Zu + VP − VεP

Cancelling VP leaves VεP = Zu, and the steps reverse. In Lean, `key` is the substituted law.

```lean
/-- Under open-circuit conditions the constitutive law for the cell dipole is equivalent to
`V eps P = Z u`. -/
theorem open_circuit_balance (hE : E + (4 * π) • P = 0) :
    V • P = cellDipole Z eps V u E ↔ V • (eps *ᵥ P) = Z *ᵥ u := by
  have hE' : E = -((4 * π) • P) := eq_neg_of_add_eq_zero_left hE
  have hc : V / (4 * π) * (4 * π) = V := div_mul_cancel₀ _ (by positivity)
  -- insert the depolarizing field into the electronic response
  have key : cellDipole Z eps V u E = Z *ᵥ u + V • P - V • (eps *ᵥ P) := by
    rw [cellDipole, hE', Matrix.mulVec_neg, Matrix.mulVec_smul, Matrix.sub_mulVec,
      Matrix.one_mulVec]
    ext i
    simp only [Pi.add_apply, Pi.sub_apply, Pi.smul_apply, Pi.neg_apply, smul_eq_mul]
    linear_combination (P i - (eps *ᵥ P) i) * hc
  rw [key]
  constructor
  · intro h
    linear_combination (norm := module) h
  · intro h
    linear_combination (norm := module) h
```

Applying ε⁻¹ and dividing by V > 0 gives P = ε⁻¹Zu/V. Since ε does not shorten P,

V|P| ≤ V|εP| = |Zu|.

The theorem assumes the condition on ε (`heps`), V > 0 (`hV`), the constitutive law (`hP`) and E + 4πP = 0 (`hE`), and concludes invertibility, the formula and the bound.

```lean
/-- For a dielectric tensor at least that of the vacuum and `V > 0`, the constitutive law and
open-circuit conditions make the polarization `eps⁻¹ Z u / V`, with `eps` invertible, and its length
is at most that of `Z u / V`. -/
theorem callen_polarization (heps : IsDielectric eps) (hV : 0 < V)
    (hP : V • P = cellDipole Z eps V u E) (hE : E + (4 * π) • P = 0) :
    IsUnit eps.det ∧ P = V⁻¹ • ((eps⁻¹ * Z) *ᵥ u) ∧
      magnitude P ≤ magnitude (Z *ᵥ u) / V := by
  have hu := dielectric_invertible heps
  have hb := (open_circuit_balance hE).1 hP
  refine ⟨hu, ?_, ?_⟩
  · rw [← Matrix.mulVec_mulVec, ← hb, Matrix.mulVec_smul, Matrix.mulVec_mulVec,
      Matrix.nonsing_inv_mul _ hu, Matrix.one_mulVec, smul_smul, inv_mul_cancel₀ hV.ne',
      one_smul]
  · -- the dielectric tensor never shortens a vector
    have hle : magnitude P ≤ magnitude (eps *ᵥ P) := by
      apply Real.sqrt_le_sqrt
      linarith [dielectric_length_sq eps P, heps P, self_dot_nonneg ((eps - 1) *ᵥ P)]
    rw [le_div_iff₀ hV, ← hb, magnitude_smul hV.le]
    linarith [mul_le_mul_of_nonneg_left hle hV.le]
```

Writing the bound with Lean's `‖P‖` would change its meaning: on `n → ℝ` that norm is the largest absolute component. The bound can then fail. Take ε − 1 with rows (1, 2) and (2, 4), and P = (1, −0.55); direct multiplication gives εP = (0.9, −0.75), whose largest component is smaller than that of P.

For a real sample, one step remains: showing that its shape and electrodes make every component of the displacement field vanish. In an isolated slab without free charge the component normal to its faces vanishes, but the in-plane components need not.

In an electronic-structure calculation within this linear model, linear response supplies Z and ε. One forms Zu/V, solves the 3×3 system εP = Zu/V, and obtains the field as −4πP.

Conversely, let P = ε⁻¹Zu/V and E = −4πP. Then VεP = Zu, and the equivalence above returns the constitutive law. Here V ≠ 0 suffices.

```lean
/-- Conversely, for a dielectric tensor at least that of the vacuum and `V ≠ 0`, the polarization
`eps⁻¹ Z u / V` with its open-circuit field satisfies the constitutive law. -/
theorem callen_polarization_solves (heps : IsDielectric eps) (hV : V ≠ 0)
    (hP : P = V⁻¹ • ((eps⁻¹ * Z) *ᵥ u)) (hE : E + (4 * π) • P = 0) :
    V • P = cellDipole Z eps V u E := by
  rw [open_circuit_balance hE, hP, Matrix.mulVec_smul, smul_smul, mul_inv_cancel₀ hV, one_smul,
    Matrix.mulVec_mulVec, ← mul_assoc, Matrix.mul_nonsing_inv _ (dielectric_invertible heps),
    one_mul]
```

## When screening leaves the length unchanged

If |P| = |Zu|/V, then |εP| = |P|, and the expansion gives

2 P·(ε − 1)P + |(ε − 1)P|² = 0.

Both terms are nonnegative, so (ε − 1)P = 0. Then εP = P, VP = Zu and (ε − 1)Zu = 0.

Conversely, if (ε − 1)Zu = 0, then ε(Zu) = Zu = ε(VP). Invertibility gives VP = Zu, and the lengths agree.

```lean
/-- For a dielectric tensor at least that of the vacuum and `V > 0`, the open-circuit polarization
given by the constitutive law is as long as `Z u / V` exactly when `eps - 1` annihilates `Z u`. -/
theorem callen_bound_eq_iff (heps : IsDielectric eps) (hV : 0 < V)
    (hP : V • P = cellDipole Z eps V u E) (hE : E + (4 * π) • P = 0) :
    magnitude P = magnitude (Z *ᵥ u) / V ↔ (eps - 1) *ᵥ (Z *ᵥ u) = 0 := by
  have hb := (open_circuit_balance hE).1 hP
  constructor
  · intro h
    rw [← hb, magnitude_smul hV.le, mul_div_cancel_left₀ _ hV.ne'] at h
    have hsq := (Real.sqrt_inj (self_dot_nonneg P) (self_dot_nonneg (eps *ᵥ P))).1 h
    -- equal lengths leave no room for an electronic response
    have h0 : (eps - 1) *ᵥ P = 0 := dotProduct_self_eq_zero.mp (by
      linarith [dielectric_length_sq eps P, heps P, self_dot_nonneg ((eps - 1) *ᵥ P)])
    have h1 : eps *ᵥ P = P := by
      rw [Matrix.sub_mulVec, Matrix.one_mulVec] at h0
      exact sub_eq_zero.mp h0
    rw [← hb, h1, Matrix.mulVec_smul, h0, smul_zero]
  · intro h
    rw [Matrix.sub_mulVec, Matrix.one_mulVec] at h
    have hfix : eps *ᵥ (Z *ᵥ u) = Z *ᵥ u := sub_eq_zero.mp h
    -- both `V P` and `Z u` are mapped to `Z u`, so they coincide
    have hx : V • P = Z *ᵥ u := by
      have h2 : eps *ᵥ (V • P) = eps *ᵥ (Z *ᵥ u) := by
        rw [Matrix.mulVec_smul, hb, hfix]
      have h3 := congrArg (fun w => eps⁻¹ *ᵥ w) h2
      simpa only [Matrix.mulVec_mulVec (V • P), Matrix.mulVec_mulVec (Z *ᵥ u),
        Matrix.nonsing_inv_mul _ (dielectric_invertible heps), Matrix.one_mulVec] using h3
    rw [← hx, magnitude_smul hV.le, mul_div_cancel_left₀ _ hV.ne']
```

## A polarization that turns away from Zu

Take a tensor whose principal axes are tilted in the first two coordinates. Its eigenvalues 3, 1 and 1 keep the arithmetic simple; the value 1 is an idealization, with no electronic response along the two axes that have it.

```lean
/-- An anisotropic dielectric tensor whose principal axes are tilted in the plane of the first
two coordinates. -/
def tiltedEps : Matrix (Fin 3) (Fin 3) ℝ := !![2, 1, 0; 1, 2, 0; 0, 0, 1]
```

With Z = 1, V = 1 and u = (1, 0, 0), let P = (2/3, −1/3, 0). Then

εP = (4/3 − 1/3, 2/3 − 2/3, 0) = (1, 0, 0) = Zu.

The condition on ε holds because x·(ε − 1)x = (x₀ + x₁)², with indices starting at zero as in Lean. P has a second component although Zu has none, so the bound limits the length and not each component.

```lean
/-- The tilted tensor satisfies `IsDielectric`. With unit Born charges, unit volume and a unit
displacement along the first axis, the polarization `(2/3, -1/3, 0)` and its open-circuit field
satisfy the constitutive law. -/
theorem tilted_polarization_witness :
    IsDielectric tiltedEps ∧
      (1 : ℝ) • ![2 / 3, -1 / 3, 0] =
        cellDipole 1 tiltedEps 1 ![1, 0, 0] (-((4 * π) • ![2 / 3, -1 / 3, 0])) := by
  constructor
  · intro x
    have h : x ⬝ᵥ ((tiltedEps - 1) *ᵥ x) = (x 0 + x 1) ^ 2 := by
      rw [Matrix.sub_mulVec, Matrix.one_mulVec]
      simp [tiltedEps, dotProduct, Fin.sum_univ_three]
      ring
    rw [h]
    positivity
  · rw [open_circuit_balance (neg_add_cancel _), Matrix.one_mulVec, one_smul]
    ext i
    fin_cases i <;> simp [tiltedEps, Matrix.mulVec, dotProduct, Fin.sum_univ_three] <;> norm_num

end

end CallenCharge
```

```lean
#print axioms CallenCharge.isDielectric_of_posSemidef
-- 'CallenCharge.isDielectric_of_posSemidef' depends on axioms: [propext, Classical.choice, Quot.sound]
#print axioms CallenCharge.callen_polarization
-- 'CallenCharge.callen_polarization' depends on axioms: [propext, Classical.choice, Quot.sound]
#print axioms CallenCharge.callen_polarization_solves
-- 'CallenCharge.callen_polarization_solves' depends on axioms: [propext, Classical.choice, Quot.sound]
#print axioms CallenCharge.callen_bound_eq_iff
-- 'CallenCharge.callen_bound_eq_iff' depends on axioms: [propext, Classical.choice, Quot.sound]
```
